# In Gaussian units, N stacked neutral cells of charged sheets with dipole m per area have potential step 4πNm and field energy N e₀ + 2πN m²/a per area

Cut an ionic crystal so that its layers carry alternating charges, and each repeat unit of the slab may have a dipole normal to the surface. How do the potential step across the slab and its field energy change as more units are stacked? In the title, a is the repeat length and e₀ is the energy per area of one cell's field after its average over the cell is subtracted.

In Lean 4 with Mathlib:

```lean
import Mathlib

open MeasureTheory
open scoped Real

namespace PolarSlab

noncomputable section

variable {ι : Type*} [Fintype ι] {q z : ι → ℝ} {a : ℝ}

/-- A neutral repeat unit: sheets of charge density `q i` at heights `z i` in `[0, a)`,
with total charge zero and period `a > 0`. -/
structure IsNeutralCell (q z : ι → ℝ) (a : ℝ) : Prop where
  period_pos : 0 < a
  neutral : ∑ i, q i = 0
  nonneg : ∀ i, 0 ≤ z i
  lt_period : ∀ i, z i < a

/-- Dipole moment per unit area of one cell. -/
def dipole (q z : ι → ℝ) : ℝ := ∑ i, q i * z i

/-- Electrostatic potential of the sheets of one cell, in Gaussian units. -/
def cellPotential (q z : ι → ℝ) (x : ℝ) : ℝ := -(2 * π) * ∑ i, q i * |x - z i|

/-- Electric field of the sheets of one cell, in Gaussian units. -/
def cellField (q z : ι → ℝ) (x : ℝ) : ℝ := 2 * π * ∑ i, q i * Real.sign (x - z i)

/-- Potential of a slab of `N` cells stacked with period `a`. -/
def slabPotential (q z : ι → ℝ) (a : ℝ) (N : ℕ) (x : ℝ) : ℝ :=
  ∑ k ∈ Finset.range N, cellPotential q z (x - k * a)

/-- Electric field of a slab of `N` cells stacked with period `a`. -/
def slabField (q z : ι → ℝ) (a : ℝ) (N : ℕ) (x : ℝ) : ℝ :=
  ∑ k ∈ Finset.range N, cellField q z (x - k * a)

/-- Field energy of the slab per unit area, integrated over all of space. -/
def slabEnergy (q z : ι → ℝ) (a : ℝ) (N : ℕ) : ℝ :=
  1 / (8 * π) * ∫ x, slabField q z a N x ^ 2

/-- Energy in one cell of the cell field minus its average over the cell, for `a ≠ 0`. -/
def fluctuationEnergy (q z : ι → ℝ) (a : ℝ) : ℝ :=
  1 / (8 * π) * ∫ x in (0 : ℝ)..a,
    (cellField q z x - 1 / a * ∫ y in (0 : ℝ)..a, cellField q z y) ^ 2

/-- The potential of a neutral cell is `-2πm` everywhere below it and `2πm` everywhere
above it. -/
theorem cellPotential_outside (h : IsNeutralCell q z a) (x : ℝ) :
    (x ≤ 0 → cellPotential q z x = -(2 * π * dipole q z)) ∧
    (a ≤ x → cellPotential q z x = 2 * π * dipole q z) := by
  constructor <;> intro hx
  · have e : ∑ i, q i * |x - z i| = dipole q z - (∑ i, q i) * x := by
      rw [dipole, Finset.sum_mul, ← Finset.sum_sub_distrib]
      refine Finset.sum_congr rfl fun i _ => ?_
      rw [abs_of_nonpos (by linarith [h.nonneg i])]
      ring
    rw [cellPotential, e, h.neutral]
    ring
  · have e : ∑ i, q i * |x - z i| = (∑ i, q i) * x - dipole q z := by
      rw [dipole, Finset.sum_mul, ← Finset.sum_sub_distrib]
      refine Finset.sum_congr rfl fun i _ => ?_
      rw [abs_of_nonneg (by linarith [h.lt_period i])]
      ring
    rw [cellPotential, e, h.neutral]
    ring

/-- A neutral cell produces no field outside itself. -/
theorem cellField_outside (h : IsNeutralCell q z a) {x : ℝ} (hx : x < 0 ∨ a ≤ x) :
    cellField q z x = 0 := by
  rcases hx with hx | hx
  · have e : ∑ i, q i * Real.sign (x - z i) = ∑ i, q i * (-1) :=
      Finset.sum_congr rfl fun i _ => by
        rw [Real.sign_of_neg (by linarith [h.nonneg i])]
    rw [cellField, e, ← Finset.sum_mul, h.neutral]
    ring
  · have e : ∑ i, q i * Real.sign (x - z i) = ∑ i, q i * 1 :=
      Finset.sum_congr rfl fun i _ => by
        rw [Real.sign_of_pos (by linarith [h.lt_period i])]
    rw [cellField, e, ← Finset.sum_mul, h.neutral]
    ring

/-- Away from the charged sheets the field is minus the gradient of the potential. -/
theorem slabPotential_hasDerivAt {N : ℕ} {x : ℝ}
    (hx : ∀ k < N, ∀ i, x ≠ k * a + z i) :
    HasDerivAt (slabPotential q z a N) (-slabField q z a N x) x := by
  have cell : ∀ y : ℝ, (∀ i, y ≠ z i) →
      HasDerivAt (cellPotential q z) (-cellField q z y) y := by
    intro y hy
    have key : ∀ i, HasDerivAt (fun t => q i * |t - z i|)
        (q i * Real.sign (y - z i)) y := by
      intro i
      have hs : HasDerivAt (fun t : ℝ => |t|) (Real.sign (y - z i)) (y - z i) := by
        rcases lt_or_gt_of_ne (sub_ne_zero.mpr (hy i)) with h | h
        · rw [Real.sign_of_neg h]
          exact hasDerivAt_abs_neg h
        · rw [Real.sign_of_pos h]
          exact hasDerivAt_abs_pos h
      exact (hs.comp_sub_const y (z i)).const_mul (q i)
    have hsum := (HasDerivAt.fun_sum (u := Finset.univ)
      fun i _ => key i).const_mul (-(2 * π))
    exact hsum.congr_deriv (by rw [cellField]; ring)
  have hsum := HasDerivAt.fun_sum (u := Finset.range N) fun k hk =>
    (cell (x - k * a) fun i e =>
      hx k (Finset.mem_range.mp hk) i (by linarith)).comp_sub_const x (k * a)
  exact hsum.congr_deriv (by rw [slabField, Finset.sum_neg_distrib])

/-- The potential step across a slab of `N` neutral cells with dipole `m` is `4πNm`. -/
theorem potential_step (h : IsNeutralCell q z a) {N : ℕ} {x y : ℝ}
    (hx : x ≤ 0) (hy : N * a ≤ y) :
    slabPotential q z a N y - slabPotential q z a N x = 4 * π * N * dipole q z := by
  have h1 : ∀ k ∈ Finset.range N,
      cellPotential q z (x - k * a) = -(2 * π * dipole q z) := by
    intro k _
    have hk : 0 ≤ (k : ℝ) * a := mul_nonneg k.cast_nonneg h.period_pos.le
    exact (cellPotential_outside h _).1 (by linarith)
  have h2 : ∀ k ∈ Finset.range N,
      cellPotential q z (y - k * a) = 2 * π * dipole q z := by
    intro k hk
    have hk' : (k : ℝ) + 1 ≤ N := by exact_mod_cast Finset.mem_range.mp hk
    have := mul_le_mul_of_nonneg_right hk' h.period_pos.le
    exact (cellPotential_outside h _).2 (by linarith)
  unfold slabPotential
  rw [Finset.sum_congr rfl h1, Finset.sum_congr rfl h2]
  simp only [Finset.sum_const, Finset.card_range, nsmul_eq_mul]
  ring

/-- For a neutral cell, the potential step stays bounded as the slab thickens exactly when
the cell dipole vanishes. -/
theorem step_bounded_iff (h : IsNeutralCell q z a) :
    (∃ C, ∀ N : ℕ, |slabPotential q z a N (N * a) - slabPotential q z a N 0| ≤ C) ↔
      dipole q z = 0 := by
  constructor
  · rintro ⟨C, hC⟩
    by_contra hm
    have hp : 0 < |4 * π * dipole q z| := abs_pos.mpr (mul_ne_zero (by positivity) hm)
    obtain ⟨N, hN⟩ := exists_nat_gt (C / |4 * π * dipole q z|)
    rw [div_lt_iff₀ hp] at hN
    have hb := hC N
    rw [potential_step h le_rfl le_rfl,
      show 4 * π * N * dipole q z = N * (4 * π * dipole q z) by ring,
      abs_mul, Nat.abs_cast] at hb
    linarith
  · intro hm
    exact ⟨0, fun N => by rw [potential_step h le_rfl le_rfl, hm]; simp⟩

/-- Two fields that agree strictly between `u` and `v` have the same integral there. -/
theorem integral_congr_open {f g : ℝ → ℝ} {u v : ℝ} (huv : u ≤ v)
    (h : ∀ x, u < x → x < v → f x = g x) : ∫ x in u..v, f x = ∫ x in u..v, g x := by
  rw [intervalIntegral.integral_of_le huv, intervalIntegral.integral_of_le huv,
    integral_Ioc_eq_integral_Ioo, integral_Ioc_eq_integral_Ioo]
  exact setIntegral_congr_fun measurableSet_Ioo fun x hx => h x hx.1 hx.2

/-- The slab field, and the square of its deviation from any constant, are integrable on
every bounded interval. -/
theorem slabField_integrable (q z : ι → ℝ) (a : ℝ) (N : ℕ) (c u v : ℝ) :
    IntervalIntegrable (slabField q z a N) volume u v ∧
    IntervalIntegrable (fun x => (slabField q z a N x - c) ^ 2) volume u v := by
  have hs : Measurable Real.sign := by
    have h : Measurable (fun r : ℝ => if r < 0 then (-1 : ℝ) else if 0 < r then 1 else 0) :=
      Measurable.ite measurableSet_Iio measurable_const
        (Measurable.ite measurableSet_Ioi measurable_const measurable_const)
    exact h
  have aux : ∀ s : ℝ → ℝ, Measurable s → Measurable (fun x : ℝ =>
      ∑ k ∈ Finset.range N, 2 * π * ∑ i, q i * s (x - k * a - z i)) := by
    intro s hs
    fun_prop
  have hm : Measurable (slabField q z a N) := aux _ hs
  -- the field never exceeds the sum of the sheet fields
  obtain ⟨B, hb⟩ : ∃ B, ∀ x, |slabField q z a N x| ≤ B := by
    refine ⟨∑ _k ∈ Finset.range N, 2 * π * ∑ i, |q i|, fun x => ?_⟩
    unfold slabField
    refine (Finset.abs_sum_le_sum_abs _ _).trans (Finset.sum_le_sum fun k _ => ?_)
    rw [cellField, abs_mul, abs_of_pos Real.two_pi_pos]
    refine mul_le_mul_of_nonneg_left ((Finset.abs_sum_le_sum_abs _ _).trans
      (Finset.sum_le_sum fun i _ => ?_)) Real.two_pi_pos.le
    rw [abs_mul]
    rcases Real.sign_apply_eq (x - k * a - z i) with e | e | e <;> rw [e] <;> simp
  have hB : ∀ C : ℝ, IntervalIntegrable (fun _ : ℝ => C) volume u v :=
    fun C => continuous_const.intervalIntegrable u v
  constructor
  · exact (hB B).mono_fun hm.aestronglyMeasurable
      (Filter.Eventually.of_forall fun x => (hb x).trans (le_abs_self B))
  · have hsq : ∀ x, ‖(slabField q z a N x - c) ^ 2‖ ≤ ‖(B + |c|) ^ 2‖ := by
      intro x
      have h1 := abs_le.mp (hb x)
      have h2 : |slabField q z a N x - c| ≤ B + |c| :=
        abs_le.mpr ⟨by linarith [le_abs_self c], by linarith [neg_abs_le c]⟩
      rw [Real.norm_eq_abs, Real.norm_eq_abs, abs_pow, abs_pow]
      exact pow_le_pow_left₀ (abs_nonneg _) (h2.trans (le_abs_self _)) 2
    exact (hB ((B + |c|) ^ 2)).mono_fun
      ((hm.sub_const c).pow_const 2).aestronglyMeasurable (Filter.Eventually.of_forall hsq)

/-- The field of a neutral cell with dipole `m` integrates to `-4πm` over the cell. -/
theorem cellField_integral (h : IsNeutralCell q z a) :
    ∫ x in (0 : ℝ)..a, cellField q z x = -(4 * π * dipole q z) := by
  have hI : slabField q z a 1 = cellField q z := by funext x; simp [slabField]
  have hc : Continuous (fun x => slabPotential q z a 1 x) := by
    unfold slabPotential cellPotential
    fun_prop
  have H := integral_eq_of_hasDerivAt_off_countable (slabPotential q z a 1)
    (fun x => -slabField q z a 1 x) (a := 0) (b := a) (Set.finite_range z).countable
    hc.continuousOn
    (fun x hx => slabPotential_hasDerivAt fun k hk i e => hx.2 ⟨i, by
      have hk0 : k = 0 := by omega
      subst hk0
      simpa using e.symm⟩)
    (slabField_integrable q z a 1 0 0 a).1.neg
  rw [intervalIntegral.integral_neg, potential_step h le_rfl (by simp), hI] at H
  push_cast at H
  linarith

/-- The field energy of `N` stacked neutral cells with dipole `m` is `N e₀ + 2πN m²/a`,
where `e₀` is the energy of the mean-subtracted cell field. -/
theorem slab_energy (h : IsNeutralCell q z a) (N : ℕ) :
    slabEnergy q z a N =
      N * fluctuationEnergy q z a + 2 * π * N * dipole q z ^ 2 / a := by
  have ha := h.period_pos
  have hI : slabField q z a 1 = cellField q z := by funext x; simp [slabField]
  -- inside cell k only the sheets of that cell contribute
  have hcell : ∀ k ∈ Finset.range N,
      ∫ x in (k : ℝ) * a..((k + 1 : ℕ) : ℝ) * a, slabField q z a N x ^ 2 =
        ∫ x in (0 : ℝ)..a, cellField q z x ^ 2 := by
    intro k hk
    have hk1 : ((k + 1 : ℕ) : ℝ) * a = k * a + a := by push_cast; ring
    calc _ = ∫ x in (k : ℝ) * a..k * a + a, cellField q z (x - k * a) ^ 2 := by
          rw [hk1]
          refine integral_congr_open (by linarith) fun x h1 h2 => ?_
          have e : slabField q z a N x = cellField q z (x - k * a) := by
            refine Finset.sum_eq_single k (fun j _ hjk => cellField_outside h ?_)
              (fun hk' => absurd hk hk')
            rcases lt_or_gt_of_ne hjk with hj | hj
            · have hj' : (j : ℝ) + 1 ≤ k := by exact_mod_cast hj
              have := mul_le_mul_of_nonneg_right hj' ha.le
              right; linarith
            · have hj' : (k : ℝ) + 1 ≤ j := by exact_mod_cast hj
              have := mul_le_mul_of_nonneg_right hj' ha.le
              left; linarith
          rw [e]
      _ = _ := by
          rw [intervalIntegral.integral_comp_sub_right
            (fun x => cellField q z x ^ 2) ((k : ℝ) * a), sub_self, add_sub_cancel_left]
  have hint : ∀ u v, IntervalIntegrable (fun x => slabField q z a N x ^ 2) volume u v :=
    fun u v => by simpa only [sub_zero] using (slabField_integrable q z a N 0 u v).2
  have hsum : ∑ k ∈ Finset.range N,
      ∫ x in (k : ℝ) * a..((k + 1 : ℕ) : ℝ) * a, slabField q z a N x ^ 2 =
        ∫ x in ((0 : ℕ) : ℝ) * a..(N : ℝ) * a, slabField q z a N x ^ 2 :=
    intervalIntegral.sum_integral_adjacent_intervals
      (a := fun k : ℕ => (k : ℝ) * a) fun k _ => hint _ _
  rw [Finset.sum_congr rfl hcell, Finset.sum_const, Finset.card_range, nsmul_eq_mul,
    Nat.cast_zero, zero_mul] at hsum
  -- no field outside the slab
  have hall : ∫ x, slabField q z a N x ^ 2 =
      ∫ x in (0 : ℝ)..(N : ℝ) * a, slabField q z a N x ^ 2 := by
    rw [intervalIntegral.integral_of_le (by positivity), ← integral_Icc_eq_integral_Ioc]
    refine (setIntegral_eq_integral_of_forall_compl_eq_zero fun x hx => ?_).symm
    have e : slabField q z a N x = 0 := by
      refine Finset.sum_eq_zero fun k hk => cellField_outside h ?_
      rcases lt_or_ge x 0 with h0 | h0
      · have : 0 ≤ (k : ℝ) * a := by positivity
        left; linarith
      · have hx' : (N : ℝ) * a < x := by
          by_contra hc
          exact hx ⟨h0, not_lt.mp hc⟩
        have hk' : (k : ℝ) + 1 ≤ N := by exact_mod_cast Finset.mem_range.mp hk
        have := mul_le_mul_of_nonneg_right hk' ha.le
        right; linarith
    rw [e]
    norm_num
  -- split the cell field into a constant and the remainder
  have hvar : ∀ c : ℝ, ∫ x in (0 : ℝ)..a, cellField q z x ^ 2 =
      (∫ x in (0 : ℝ)..a, (cellField q z x - c) ^ 2) +
        (2 * c * (∫ x in (0 : ℝ)..a, cellField q z x) - a * c ^ 2) := by
    intro c
    have i0 := (slabField_integrable q z a 1 c 0 a).1
    have i1 := (slabField_integrable q z a 1 c 0 a).2
    rw [hI] at i0 i1
    have hc : IntervalIntegrable (fun _ : ℝ => c ^ 2) volume 0 a :=
      continuous_const.intervalIntegrable _ _
    have i2 : IntervalIntegrable (fun x => 2 * c * cellField q z x) volume 0 a :=
      i0.const_mul _
    have i3 : IntervalIntegrable (fun x => 2 * c * cellField q z x - c ^ 2) volume 0 a :=
      i2.sub hc
    calc _ = ∫ x in (0 : ℝ)..a,
          ((cellField q z x - c) ^ 2 + (2 * c * cellField q z x - c ^ 2)) :=
          integral_congr_open ha.le fun x _ _ => by ring
      _ = _ := by
          rw [intervalIntegral.integral_add i1 i3, intervalIntegral.integral_sub i2 hc,
            intervalIntegral.integral_const_mul, intervalIntegral.integral_const,
            smul_eq_mul, sub_zero]
  rw [slabEnergy, hall, ← hsum, hvar (1 / a * ∫ x in (0 : ℝ)..a, cellField q z x),
    fluctuationEnergy, cellField_integral h]
  generalize (∫ x in (0 : ℝ)..a,
    (cellField q z x - 1 / a * -(4 * π * dipole q z)) ^ 2) = J
  field_simp
  ring

/-- Sheets `σ` at `0` and `-σ` at `d`, with `0 < d < a`, form a neutral cell whose
mean-subtracted field has energy `2πσ²d(1 - d/a)`. -/
theorem doubleLayer_witness (σ : ℝ) {d a : ℝ} (hd : 0 < d) (hda : d < a) :
    IsNeutralCell ![σ, -σ] ![0, d] a ∧
    fluctuationEnergy ![σ, -σ] ![0, d] a = 2 * π * σ ^ 2 * d * (1 - d / a) := by
  have ha : 0 < a := hd.trans hda
  have h : IsNeutralCell ![σ, -σ] ![0, d] a :=
    ⟨ha, by simp [Fin.sum_univ_two],
      by intro i; fin_cases i <;> simp; linarith,
      by intro i; fin_cases i <;> simp <;> linarith⟩
  refine ⟨h, ?_⟩
  have hI : slabField ![σ, -σ] ![0, d] a 1 = cellField ![σ, -σ] ![0, d] := by
    funext x; simp [slabField]
  have hdip : dipole ![σ, -σ] ![0, d] = -(σ * d) := by simp [dipole, Fin.sum_univ_two]
  -- the field is 4πσ between the sheets and zero in the rest of the cell
  have hs : ∀ c : ℝ, ∫ x in (0 : ℝ)..a, (cellField ![σ, -σ] ![0, d] x - c) ^ 2 =
      d * (4 * π * σ - c) ^ 2 + (a - d) * c ^ 2 := by
    intro c
    have i : ∀ u v, IntervalIntegrable
        (fun x => (cellField ![σ, -σ] ![0, d] x - c) ^ 2) volume u v := by
      intro u v
      have := (slabField_integrable ![σ, -σ] ![0, d] a 1 c u v).2
      rwa [hI] at this
    have e1 : ∫ x in (0 : ℝ)..d, (cellField ![σ, -σ] ![0, d] x - c) ^ 2 =
        ∫ _x in (0 : ℝ)..d, (4 * π * σ - c) ^ 2 :=
      integral_congr_open hd.le fun x h1 h2 => by
        have e : cellField ![σ, -σ] ![0, d] x = 4 * π * σ := by
          rw [cellField, Fin.sum_univ_two]
          show 2 * π * (σ * Real.sign (x - 0) + -σ * Real.sign (x - d)) = _
          rw [sub_zero, Real.sign_of_pos h1, Real.sign_of_neg (sub_neg.mpr h2)]
          ring
        rw [e]
    have e2 : ∫ x in d..a, (cellField ![σ, -σ] ![0, d] x - c) ^ 2 =
        ∫ _x in d..a, (0 - c) ^ 2 :=
      integral_congr_open hda.le fun x h1 _ => by
        have e : cellField ![σ, -σ] ![0, d] x = 0 := by
          rw [cellField, Fin.sum_univ_two]
          show 2 * π * (σ * Real.sign (x - 0) + -σ * Real.sign (x - d)) = _
          rw [sub_zero, Real.sign_of_pos (hd.trans h1), Real.sign_of_pos (sub_pos.mpr h1)]
          ring
        rw [e]
    rw [← intervalIntegral.integral_add_adjacent_intervals (i 0 d) (i d a), e1, e2]
    simp only [intervalIntegral.integral_const, smul_eq_mul]
    ring
  rw [fluctuationEnergy, cellField_integral h, hdip, hs]
  field_simp
  ring

end

end PolarSlab
```

```lean
#print axioms PolarSlab.potential_step
#print axioms PolarSlab.step_bounded_iff
#print axioms PolarSlab.slab_energy
```

```
'PolarSlab.potential_step' depends on axioms: [propext, Classical.choice, Quot.sound]
'PolarSlab.step_bounded_iff' depends on axioms: [propext, Classical.choice, Quot.sound]
'PolarSlab.slab_energy' depends on axioms: [propext, Classical.choice, Quot.sound]
```

The repeat unit consists of finitely many uniformly charged planes, with charge per area `q i` at height `z i`. `IsNeutralCell` requires a period a > 0, total charge zero and all heights in [0, a). The dipole per area is m = Σᵢ qᵢzᵢ, and cell k, with k = 0, …, N − 1, is the unit shifted by ka.

`potential_step` says that the potential at any y ≥ Na minus that at any x ≤ 0 is 4πNm. By `step_bounded_iff`, this step stays bounded in N exactly when m = 0. `slab_energy` gives the energy per area, (1/8π)∫E² over the whole line, as N e₀ + 2πN m²/a. Here e₀ is `fluctuationEnergy`, the energy in one cell of the cell field minus its average.

Units are Gaussian, and the charges are frozen: there is no applied field, screening, relaxation or compensating surface charge, and no structure within the planes. For slab models in electronic structure, this idealisation shows that a polar stacking has a potential step that grows with N, while its energy per cell stays constant at 2πm²/a above the value e₀ without a mean field. The total excess therefore grows in proportion to N.

The derivation starts with one cell, whose potential and field are

φ(x) = −2π Σᵢ qᵢ|x − zᵢ|,  E(x) = 2π Σᵢ qᵢ sign(x − zᵢ).

For x ≤ 0 every |x − zᵢ| is zᵢ − x, so neutrality gives

φ(x) = −2π(m − x Σᵢ qᵢ) = −2πm.

For x ≥ a the absolute values open the other way and φ(x) = 2πm. This is `cellPotential_outside`. Points below the slab lie below every cell, and points above it lie above every cell, so the step is

N·2πm − N·(−2πm) = 4πNm.

If m ≠ 0, some N takes N|4πm| past any proposed bound; if m = 0, the step is zero.

Outside the cell all the signs agree, so E = 2π(±Σᵢ qᵢ) = 0, which is `cellField_outside`. Away from the sheets E = −φ′, by `slabPotential_hasDerivAt`. Since φ is continuous and there are finitely many sheets, the fundamental theorem of calculus still applies, and `cellField_integral` obtains

∫₀ᵃ E dx = φ(0) − φ(a) = −4πm.

The mean field is therefore Ē = −4πm/a. Expanding the square about it, the step `hvar` in `slab_energy`, gives

∫₀ᵃ E² dx = ∫₀ᵃ (E − Ē)² dx + 2Ē ∫₀ᵃ E dx − aĒ²
= ∫₀ᵃ (E − Ē)² dx + 16π²m²/a.

Dividing by 8π gives e₀ + 2πm²/a for one cell. Inside cell k the other cells contribute no field (`hcell`), and outside the slab the field vanishes (`hall`), so the slab has N times this energy. `slabField_integrable` justifies splitting the integrals, and `integral_congr_open` lets them ignore field values at cell boundaries.

`doubleLayer_witness` treats sheets σ at 0 and −σ at d, with 0 < d < a. The field is 4πσ between them and zero in the rest of the cell, so the cell energy is 2πσ²d. Since m = −σd, subtracting 2πm²/a leaves

e₀ = 2πσ²d(1 − d/a).

The slab could also have been modelled in a periodic supercell of length L ≥ Na, as in many simulations. Requiring the potential to be periodic would add a uniform field 4πNm/L and lower the energy per area of one supercell by 2πN²m²/L; the file treats only the isolated slab.
